# The Gram determinant of four Minkowski vectors is minus a square, which bounds two-to-three phase space

In e⁻μ⁻ → e⁻μ⁻γ, two particles collide and three leave. Apart from the masses, the kinematics can be described by five invariants: the squared total energy in the centre-of-mass frame, two squared pair masses and two squared four-momentum transfers. Not every choice of five numbers belongs to an event, because the momenta behind them must have real components. What inequality does this impose on the invariants, and which events saturate it?

Units have c = 1. A four-vector p has components p(0), p(1), p(2), p(3), the energy followed by the x, y and z momenta. In Lean it is a function `Fin 4 → ℝ`, and `p1 2` is the y component of particle 1's momentum.

```lean
import Mathlib

open Matrix

namespace MinkowskiGramPhaseSpace

noncomputable section
```

The Minkowski product has signature (+,-,-,-):

p·q = p(0)q(0) − p(1)q(1) − p(2)q(2) − p(3)q(3)

```lean
/-- The Minkowski product of two four-vectors, with signature (+,-,-,-). -/
def mdot (p q : Fin 4 → ℝ) : ℝ :=
  p 0 * q 0 - p 1 * q 1 - p 2 * q 2 - p 3 * q 3
```

The invariant square is p² = p·p. It is the squared mass for an on-shell particle, but nothing below requires it to be positive.

```lean
/-- The invariant square of a four-vector. -/
def msq (p : Fin 4 → ℝ) : ℝ := mdot p p
```

Four vectors p_0, p_1, p_2, p_3 have a 4 × 4 matrix G of invariant products, with entries G_ij = p_i·p_j.

```lean
/-- The matrix of invariant products of four four-vectors. -/
def gram (p : Fin 4 → Fin 4 → ℝ) : Matrix (Fin 4) (Fin 4) ℝ :=
  Matrix.of fun i j => mdot (p i) (p j)
```

For a process a + b → 1 + 2 + 3, call the momenta pa, pb, p1, p2, p3. The next matrix contains only squared masses and invariants. Its arguments `a`, `b`, `m1`, `m2`, `m3` are masses already squared.

```lean
/-- A symmetric matrix built from the squared masses `a, b, m1, m2, m3` and the five
invariants `s, s1, s2, t1, t2` of a two-to-three process. -/
def invariantGram (a b m1 m2 m3 s s1 s2 t1 t2 : ℝ) : Matrix (Fin 4) (Fin 4) ℝ :=
  !![a, (s - a - b) / 2, (a + m1 - t1) / 2, (s - s1 - b + t2) / 2;
     (s - a - b) / 2, b, (s - s2 - a + t1) / 2, (b + m3 - t2) / 2;
     (a + m1 - t1) / 2, (s - s2 - a + t1) / 2, m1, (s - s1 - s2 + m2) / 2;
     (s - s1 - b + t2) / 2, (b + m3 - t2) / 2, (s - s1 - s2 + m2) / 2, m3]
```

An event supplies the values of these arguments:

s = (pa + pb)², s1 = (p1 + p2)², s2 = (p2 + p3)², t1 = (pa − p1)², t2 = (pb − p3)²

```lean
/-- The matrix of invariants evaluated on an event `a + b → 1 + 2 + 3`, with
`s = (pa + pb)²`, `s1 = (p1 + p2)²`, `s2 = (p2 + p3)²`, `t1 = (pa - p1)²`, `t2 = (pb - p3)²`. -/
def eventMatrix (pa pb p1 p2 p3 : Fin 4 → ℝ) : Matrix (Fin 4) (Fin 4) ℝ :=
  invariantGram (msq pa) (msq pb) (msq p1) (msq p2) (msq p3)
    (msq (pa + pb)) (msq (p1 + p2)) (msq (p2 + p3)) (msq (pa - p1)) (msq (pb - p3))
```

## (a) Symmetry of the product

**Show that p·q = q·p.**

Each term is a product of two real components, and real multiplication commutes. In Lean, `ring` does this after the definition is unfolded.

```lean
/-- The Minkowski product is symmetric. -/
theorem mdot_comm (p q : Fin 4 → ℝ) : mdot p q = mdot q p := by
  unfold mdot
  ring
```

## (b) Factoring the Gram matrix through the metric

**Write G as a product of the component matrix, the metric and a transpose.**

Let P have the vectors as rows, P_iμ = p_i(μ), and let η = diag(1, −1, −1, −1). Then

(P η Pᵀ)_ij = Σ_μ p_i(μ) η_μμ p_j(μ) = p_i·p_j = G_ij

so G = P η Pᵀ. The Lean proof compares entries in the same way: `Fin.sum_univ_four` writes out the sum over μ. The matrix P is `Matrix.of p`.

```lean
/-- The Gram matrix is the component matrix times the metric times the transposed
component matrix. -/
theorem gram_eq_mul (p : Fin 4 → Fin 4 → ℝ) :
    gram p = Matrix.of p * Matrix.diagonal ![1, -1, -1, -1] * (Matrix.of p)ᵀ := by
  ext i j
  rw [Matrix.mul_apply]
  simp only [Matrix.mul_diagonal, Fin.sum_univ_four]
  simp [gram, mdot]
  ring
```

## (c) The determinant as minus a square

**Express det G through det P.**

Determinants multiply, det Pᵀ = det P, and det η = 1·(−1)³ = −1. Hence

det G = det P · det η · det Pᵀ = −(det P)²

Euclidean habit suggests the wrong sign here. With a positive definite product a Gram determinant is never negative, whereas the three minus signs of η reverse the inequality for four Minkowski vectors. In the code, `hη` is the determinant of the metric, and the rewrites apply the product and transpose rules.

```lean
/-- The Gram determinant of four four-vectors is minus the squared determinant of their
component matrix. -/
theorem det_gram (p : Fin 4 → Fin 4 → ℝ) :
    (gram p).det = -(Matrix.of p).det ^ 2 := by
  -- the metric has determinant -1
  have hη : (Matrix.diagonal (![1, -1, -1, -1] : Fin 4 → ℝ)).det = -1 := by
    simp [Matrix.det_diagonal, Fin.prod_univ_four]
  rw [gram_eq_mul, Matrix.det_mul, Matrix.det_mul, Matrix.det_transpose, hη]
  ring
```

## (d) Sign and vanishing

**Show that det G ≤ 0, with equality exactly when the four vectors are linearly dependent.**

The sign follows from (det P)² ≥ 0. Equality means det P = 0. A square matrix has zero determinant exactly when it is not invertible, which happens exactly when its rows are linearly dependent. The rows of P are the four vectors.

The Lean statement is a conjunction of these two claims, with dependence written as `¬ LinearIndependent ℝ p`. The proof passes from independent rows to an invertible matrix in `h`, and then to a nonzero determinant.

```lean
/-- The Gram determinant of four four-vectors is never positive, and it vanishes exactly
when the vectors are linearly dependent. -/
theorem det_gram_nonpos_and_eq_zero_iff (p : Fin 4 → Fin 4 → ℝ) :
    (gram p).det ≤ 0 ∧ ((gram p).det = 0 ↔ ¬ LinearIndependent ℝ p) := by
  rw [det_gram]
  refine ⟨neg_nonpos.mpr (sq_nonneg _), ?_⟩
  -- independence of the rows is invertibility of the component matrix
  have h : LinearIndependent ℝ p ↔ IsUnit (Matrix.of p) :=
    Matrix.linearIndependent_rows_iff_isUnit (A := Matrix.of p)
  rw [h, Matrix.isUnit_iff_isUnit_det, isUnit_iff_ne_zero, not_not, neg_eq_zero,
    sq_eq_zero_iff]
```

## (e) Invariant products from measured invariants

**Assume pa + pb = p1 + p2 + p3. Show that the matrix of invariants is the Gram matrix of pa, pb, p1, p3.**

The diagonal entries are the squares of the four momenta. Three products follow by expanding a square:

2 pa·pb = s − pa² − pb²

2 pa·p1 = pa² + p1² − t1

2 pb·p3 = pb² + p3² − t2

The other three need momentum conservation. Since p1 + p2 = pa + pb − p3,

s1 = s + p3² − 2 pa·p3 − 2 pb·p3

and inserting 2 pb·p3 gives

2 pa·p3 = s − s1 − pb² + t2

Likewise p2 + p3 = pa + pb − p1, so

s2 = s + p1² − 2 pa·p1 − 2 pb·p1

2 pb·p1 = s − s2 − pa² + t1

Finally, expanding s = (p1 + p2 + p3)² and collecting the pair masses gives

s = s1 + s2 − p2² + 2 p1·p3

2 p1·p3 = s − s1 − s2 + p2²

Halving these six results gives the off-diagonal entries.

In Lean, `hcons` is four-momentum conservation and `hp2` solves it for p2. The six facts from `hab` to `h13` are the six products above. The last line checks all sixteen entries, using part (a) where the order of the factors is reversed.

```lean
/-- When four-momentum is conserved, the matrix of invariants is the Gram matrix of the two
incoming momenta and the outgoing momenta of particles 1 and 3. -/
theorem eventMatrix_eq_gram (pa pb p1 p2 p3 : Fin 4 → ℝ) (hcons : pa + pb = p1 + p2 + p3) :
    eventMatrix pa pb p1 p2 p3 = gram ![pa, pb, p1, p3] := by
  have hp2 : p2 = pa + pb - p1 - p3 := by
    rw [hcons]
    abel
  -- each off-diagonal entry is an invariant product
  have hab : (msq (pa + pb) - msq pa - msq pb) / 2 = mdot pa pb := by
    simp only [msq, mdot, Pi.add_apply]
    ring
  have ha1 : (msq pa + msq p1 - msq (pa - p1)) / 2 = mdot pa p1 := by
    simp only [msq, mdot, Pi.sub_apply]
    ring
  have hb3 : (msq pb + msq p3 - msq (pb - p3)) / 2 = mdot pb p3 := by
    simp only [msq, mdot, Pi.sub_apply]
    ring
  have ha3 : (msq (pa + pb) - msq (p1 + p2) - msq pb + msq (pb - p3)) / 2 = mdot pa p3 := by
    simp only [hp2, msq, mdot, Pi.add_apply, Pi.sub_apply]
    ring
  have hb1 : (msq (pa + pb) - msq (p2 + p3) - msq pa + msq (pa - p1)) / 2 = mdot pb p1 := by
    simp only [hp2, msq, mdot, Pi.add_apply, Pi.sub_apply]
    ring
  have h13 : (msq (pa + pb) - msq (p1 + p2) - msq (p2 + p3) + msq p2) / 2 = mdot p1 p3 := by
    simp only [hp2, msq, mdot, Pi.add_apply, Pi.sub_apply]
    ring
  unfold eventMatrix invariantGram
  rw [hab, ha1, hb3, ha3, hb1, h13]
  ext i j
  fin_cases i <;> fin_cases j <;> first | rfl | exact mdot_comm _ _
```

## (f) The bound on two-to-three events

**Deduce an inequality for the invariants of any momentum-conserving event, and describe when it is saturated.**

By (e) the matrix of invariants is a Gram matrix, so (d) applies to it. Its determinant is at most zero, and it vanishes exactly when pa, pb, p1, p3 are linearly dependent. The Lean proof is these two steps.

The only hypothesis is conservation of real four-momentum; positive energies and mass-shell conditions are not assumed. A program that samples the invariants of a two-to-three process can therefore discard any point with a positive determinant, but the condition is necessary only: a point that passes may still violate other constraints, such as a threshold.

```lean
/-- In every two-to-three event the determinant of the matrix of invariants is at most zero,
with equality exactly when `pa, pb, p1, p3` are linearly dependent. -/
theorem two_to_three_phase_space_bound (pa pb p1 p2 p3 : Fin 4 → ℝ)
    (hcons : pa + pb = p1 + p2 + p3) :
    (eventMatrix pa pb p1 p2 p3).det ≤ 0 ∧
      ((eventMatrix pa pb p1 p2 p3).det = 0 ↔
        ¬ LinearIndependent ℝ ![pa, pb, p1, p3]) := by
  rw [eventMatrix_eq_gram pa pb p1 p2 p3 hcons]
  exact det_gram_nonpos_and_eq_zero_iff _
```

## (g) The determinant for beams along the z axis

**Let the beams be pa = (Ea, 0, 0, k) and pb = (Eb, 0, 0, −k). Evaluate the determinant.**

By (e) and (c) we need the determinant of the matrix P with rows pa, pb, p1, p3. The first two rows are nonzero only in columns 0 and 3. Expanding along this pair of rows leaves one term, with sign +1:

det P = (Ea·(−k) − k·Eb) · (p1(1)p3(2) − p1(2)p3(1))

= −k(Ea + Eb)(p1(1)p3(2) − p1(2)p3(1))

The last factor is the cross product of the transverse momenta of particles 1 and 3. Therefore the determinant of the matrix of invariants is

−[k(Ea + Eb)(p1(1)p3(2) − p1(2)p3(1))]²

In Lean, `hM` writes out the component matrix and `hdet` expands its determinant for arbitrary entries in the last two rows.

```lean
/-- For beams with opposite momenta `k` and `-k` along the z axis, the determinant of
invariants is minus the square of `k` times the total energy times the cross product of the
transverse momenta of particles 1 and 3. -/
theorem det_eventMatrix_collider (Ea Eb k : ℝ) (p1 p2 p3 : Fin 4 → ℝ)
    (hcons : ![Ea, 0, 0, k] + ![Eb, 0, 0, -k] = p1 + p2 + p3) :
    (eventMatrix ![Ea, 0, 0, k] ![Eb, 0, 0, -k] p1 p2 p3).det =
      -(k * (Ea + Eb) * (p1 1 * p3 2 - p1 2 * p3 1)) ^ 2 := by
  -- write the component matrix out in full and expand its determinant
  have hM : Matrix.of ![![Ea, 0, 0, k], ![Eb, 0, 0, -k], p1, p3] =
      !![Ea, 0, 0, k; Eb, 0, 0, -k;
         p1 0, p1 1, p1 2, p1 3; p3 0, p3 1, p3 2, p3 3] := by
    ext i j
    fin_cases i <;> fin_cases j <;> rfl
  have hdet : ∀ a0 a1 a2 a3 b0 b1 b2 b3 : ℝ,
      (!![Ea, 0, 0, k; Eb, 0, 0, -k; a0, a1, a2, a3; b0, b1, b2, b3]).det =
        -(k * (Ea + Eb) * (a1 * b2 - a2 * b1)) := by
    intro a0 a1 a2 a3 b0 b1 b2 b3
    simp [Matrix.det_succ_row_zero, Fin.sum_univ_succ, Fin.succAbove]
    ring
  rw [eventMatrix_eq_gram _ _ _ _ _ hcons, det_gram, hM, hdet]
  ring
```

## (h) Which collider events lie on the boundary

**Suppose k ≠ 0 and Ea + Eb ≠ 0. When does the determinant vanish?**

The square in (g) vanishes exactly when its base does. Two factors are nonzero by assumption, so the condition is

p1(1)p3(2) = p1(2)p3(1)

The transverse momenta of particles 1 and 3 are then parallel or antiparallel, or at least one of them is zero. Since the beams carry no transverse momentum, particle 2 balances the other two, and all three outgoing momenta lie in one plane containing the beam axis.

The hypothesis `hk` says that the beams really move in this frame, and `hE` holds for any physical pair of beams because their energies are positive. In the limiting case k = 0, both incoming vectors point along the time axis and are already dependent. The determinant is then zero for every final state and no longer tells us anything about the transverse momenta.

The proof rewrites with (g), removes the sign and the square, and uses `or_iff_right` to discard the nonzero factor k(Ea + Eb).

```lean
/-- For such beams with nonzero momentum and nonzero total energy, the determinant of
invariants vanishes exactly when the transverse momenta of particles 1 and 3 have zero cross
product. -/
theorem collider_boundary_iff (Ea Eb k : ℝ) (p1 p2 p3 : Fin 4 → ℝ)
    (hk : k ≠ 0) (hE : Ea + Eb ≠ 0)
    (hcons : ![Ea, 0, 0, k] + ![Eb, 0, 0, -k] = p1 + p2 + p3) :
    (eventMatrix ![Ea, 0, 0, k] ![Eb, 0, 0, -k] p1 p2 p3).det = 0 ↔
      p1 1 * p3 2 = p1 2 * p3 1 := by
  rw [det_eventMatrix_collider Ea Eb k p1 p2 p3 hcons, neg_eq_zero, sq_eq_zero_iff,
    mul_eq_zero, or_iff_right (mul_ne_zero hk hE), sub_eq_zero]

end

end MinkowskiGramPhaseSpace
```

```lean
#print axioms MinkowskiGramPhaseSpace.two_to_three_phase_space_bound
-- 'MinkowskiGramPhaseSpace.two_to_three_phase_space_bound' depends on axioms: [propext, Classical.choice, Quot.sound]
#print axioms MinkowskiGramPhaseSpace.collider_boundary_iff
-- 'MinkowskiGramPhaseSpace.collider_boundary_iff' depends on axioms: [propext, Classical.choice, Quot.sound]
```
